# The zone-centre kink of the LO branch in an isotropic model of a polar monolayer

When the phonon dispersion of a polar monolayer is interpolated from dynamical matrices on a coarse wavevector grid, the long-range dipole–dipole part is subtracted before the Fourier transform and added back afterwards. The need for this step can be seen in a model with a single isotropic longitudinal optical (LO) branch: its frequency has a kink at the zone centre whenever the polar coupling is nonzero, whereas a finite Fourier sum for the squared frequency is smooth, and so is its square root wherever the sum is positive.

## A squared frequency linear in the wavenumber at small q

Let $q\ge 0$ be the length of the in-plane wavevector. The model is

$$w(q)=\sqrt{T^2+\frac{A\,q}{1+r\,q}} .$$

Here $T>0$ is the transverse optical (TO) frequency, taken as independent of $q$. The polar coupling $A$ measures how strongly the displacement pattern polarises the layer. A longitudinal polarisation wave carries a charge density proportional to $q$, the Coulomb kernel in two dimensions is proportional to $1/q$, and the field is the gradient of the potential; the restoring force is therefore linear in $q$. The screening length $r$ stands for the electronic polarisability of the layer, which reduces this force by the factor $1+rq$. In a physical monolayer $A$ and $r$ are positive, but the kink needs neither sign.

At $q=0$ the polar term vanishes, so $w(0)=\sqrt{T^2}=T$ and the LO and TO frequencies coincide. For the slope, differentiate the squared frequency first:

$$\frac{d}{dq}\left(T^2+\frac{Aq}{1+rq}\right)=\frac{A(1+rq)-Aq\,r}{(1+rq)^2}=\frac{A}{(1+rq)^2}.$$

The chain rule for the square root then gives the group velocity

$$w'(q)=\frac{A}{2\,w(q)\,(1+rq)^2},$$

valid where $1+rq\neq 0$ and the squared frequency is positive. At $q=0$ it reduces to $A/(2T)$. The screening length has disappeared: it affects the curvature of the branch at the zone centre but not its initial slope.

## Opposite slopes on the two sides

Along a straight line through the zone centre, let $q$ now be a signed coordinate. The wavenumber is $|q|$, and the dispersion along the line is the even function $w(|q|)$. For $q\ge 0$ it equals $w(q)$ and has right slope $A/(2T)$ at the origin. For $q\le 0$ it equals $w(-q)$, and the chain rule gives left slope $-A/(2T)$.

If $w(|q|)$ were differentiable at $0$, its derivative would equal both one-sided slopes, so

$$\frac{A}{2T}=-\frac{A}{2T},\qquad\text{hence } A=0.$$

Conversely, if $A=0$ then $w(|q|)=T$ for all $q$ near $0$, and a constant is differentiable. The kink is therefore present exactly when the polar coupling is nonzero.

For wavevectors $k$ in a plane, choose a unit vector $u$ and follow the line $k=tu$. Since $\|tu\|=|t|$, the dispersion $w(\|k\|)$ restricted to this line is $w(|t|)$. Differentiability at $k=0$ would carry over to the line, which is impossible for $A\neq 0$.

## The tangent line and the plateau

For $A,r,q\ge 0$ the denominator is at least one, so $w(q)^2\le T^2+Aq$. Completing the square gives

$$T^2+Aq\le T^2+Aq+\left(\frac{Aq}{2T}\right)^2=\left(T+\frac{Aq}{2T}\right)^2 .$$

Both $w(q)$ and $T+Aq/(2T)$ are nonnegative, so taking roots yields $w(q)\le T+Aq/(2T)$.

At large $q$, with $r\neq 0$ and $T^2+A/r>0$, divide numerator and denominator by $q$:

$$\frac{Aq}{1+rq}=\frac{A}{1/q+r}\longrightarrow\frac{A}{r},$$

so that $w(q)\to\sqrt{T^2+A/r}$.

## The dispersion formula as a real function

The formal development works with real numbers and carries no units. The parameters $T$, $A$, $r$ and the wavenumber $q$ are all of type `ℝ`, in that order as arguments of `loFreq`.

In Lean 4 with Mathlib:

```lean
import Mathlib

open Filter Topology

namespace PolarMonolayer

/-- The LO frequency of a polar monolayer at wavenumber `q`, with TO frequency `T`,
polar coupling `A` and screening length `r`; its domain is `1 + r * q ≠ 0` with a
nonnegative radicand. -/
noncomputable def loFreq (T A r q : ℝ) : ℝ :=
  Real.sqrt (T ^ 2 + A * q / (1 + r * q))
```

The function `loFreq T A r` is defined on the whole real line, but it represents a frequency only where the denominator is nonzero and the expression under the root is nonnegative. At negative `q` it is merely the algebraic continuation of the formula. The physical dispersion along a line is written separately as `fun q => loFreq T A r |q|`, and the kink belongs to that function.

The formula is a postulate here: it is not derived from a lattice Hamiltonian or from density functional perturbation theory. It also leaves out anisotropy, the dispersion of the TO branch and coupling to other modes.

```lean
/-- At zero wavenumber the LO frequency equals the TO frequency `T ≥ 0`. -/
theorem loFreq_zero {T : ℝ} (A r : ℝ) (hT : 0 ≤ T) : loFreq T A r 0 = T := by
  simp [loFreq, Real.sqrt_sq hT]
```

This is the meeting of the LO and TO frequencies at the zone centre. The hypothesis `0 ≤ T` is what turns $\sqrt{T^2}$ into $T$ rather than $|T|$.

## Group velocity and its zone-centre value

```lean
/-- The group velocity of the LO branch is `A / (2 w (1 + r q)²)` wherever the screening
denominator is nonzero and the squared frequency is positive. -/
theorem hasDerivAt_loFreq {T A r q : ℝ} (hq : 1 + r * q ≠ 0)
    (hw : 0 < T ^ 2 + A * q / (1 + r * q)) :
    HasDerivAt (loFreq T A r) (A / (2 * loFreq T A r q * (1 + r * q) ^ 2)) q := by
  have h1 : HasDerivAt (fun x : ℝ => A * x) A q :=
    ((hasDerivAt_id' q).const_mul A).congr_deriv (mul_one A)
  have h2 : HasDerivAt (fun x : ℝ => 1 + r * x) r q :=
    (((hasDerivAt_id' q).const_mul r).const_add 1).congr_deriv (mul_one r)
  -- the squared frequency has slope A / (1 + r q)²
  have h3 : HasDerivAt (fun x : ℝ => T ^ 2 + A * x / (1 + r * x))
      (A / (1 + r * q) ^ 2) q :=
    ((h1.fun_div h2 hq).const_add (T ^ 2)).congr_deriv (by congr 1; ring)
  exact (h3.sqrt hw.ne').congr_deriv (by unfold loFreq; rw [div_div]; congr 1; ring)
```

`HasDerivAt f d q` says that `f` has derivative `d` at `q`, in the ordinary two-sided sense. The two hypotheses are the conditions met in the calculation by hand: `hq` keeps the screening denominator away from zero, and `hw` keeps the squared frequency positive, where the square root is differentiable.

The steps `h1` and `h2` differentiate the numerator $Aq$ and the denominator $1+rq$. Step `h3` applies the quotient rule and adds the constant $T^2$; its call to `ring` performs the cancellation $A(1+rq)-Aq\,r=A$. The last line applies the chain rule for the square root and rearranges the result into the stated group velocity.

```lean
/-- For `T > 0` the LO dispersion formula has slope `A / (2T)` at zero wavenumber. -/
theorem hasDerivAt_loFreq_zero {T : ℝ} (A r : ℝ) (hT : 0 < T) :
    HasDerivAt (loFreq T A r) (A / (2 * T)) 0 := by
  have hw : 0 < T ^ 2 + A * 0 / (1 + r * 0) := by
    rw [mul_zero, zero_div, add_zero]
    exact pow_pos hT 2
  have h := hasDerivAt_loFreq (T := T) (A := A) (r := r) (q := 0) (by simp) hw
  exact h.congr_deriv (by rw [loFreq_zero A r hT.le]; simp)
```

At `q = 0` the squared frequency is $T^2$, which is positive because $T$ is, so the general formula applies. Substituting `loFreq_zero` for the frequency leaves $A/(2T)$. The derivative is two-sided because the algebraic formula is smooth through the origin for every real `r`. This does not conflict with the kink, which comes from replacing `q` by `|q|`.

## The kink along a line

```lean
/-- For `T > 0` the LO branch has right derivative `A / (2T)` at zero wavenumber, its even
extension has left derivative `-A / (2T)` there, and the even extension is differentiable
there exactly when the polar coupling `A` vanishes. -/
theorem lo_kink {T : ℝ} (A r : ℝ) (hT : 0 < T) :
    HasDerivWithinAt (loFreq T A r) (A / (2 * T)) (Set.Ici 0) 0 ∧
    HasDerivWithinAt (fun q : ℝ => loFreq T A r |q|) (-(A / (2 * T))) (Set.Iic 0) 0 ∧
    (DifferentiableAt ℝ (fun q : ℝ => loFreq T A r |q|) 0 ↔ A = 0) := by
  have h := hasDerivAt_loFreq_zero A r hT
  -- reflection q → -q reverses the slope
  have hneg : HasDerivAt (fun q : ℝ => loFreq T A r (-q)) (-(A / (2 * T))) 0 := by
    have h1 : HasDerivAt (loFreq T A r) (A / (2 * T)) (-(0 : ℝ)) := by
      rw [neg_zero]
      exact h
    have h2 : HasDerivAt (fun q : ℝ => -q) (-1) 0 := hasDerivAt_neg 0
    exact (h1.comp (0 : ℝ) h2).congr_deriv (by ring)
  have hL : HasDerivWithinAt (fun q : ℝ => loFreq T A r |q|)
      (-(A / (2 * T))) (Set.Iic 0) 0 :=
    hneg.hasDerivWithinAt.congr
      (fun q hq => by
        show loFreq T A r |q| = loFreq T A r (-q)
        rw [abs_of_nonpos (Set.mem_Iic.mp hq)])
      (by simp)
  have hR : HasDerivWithinAt (fun q : ℝ => loFreq T A r |q|)
      (A / (2 * T)) (Set.Ici 0) 0 :=
    h.hasDerivWithinAt.congr
      (fun q hq => by
        show loFreq T A r |q| = loFreq T A r q
        rw [abs_of_nonneg (Set.mem_Ici.mp hq)])
      (by simp)
  refine ⟨h.hasDerivWithinAt, hL, ?_, ?_⟩
  · intro hd
    -- a derivative would have to equal both one-sided slopes
    have e1 := hR.derivWithin (uniqueDiffWithinAt_Ici 0)
    have e2 := hd.hasDerivAt.hasDerivWithinAt.derivWithin (uniqueDiffWithinAt_Ici (0 : ℝ))
    have e3 := hL.derivWithin (uniqueDiffWithinAt_Iic 0)
    have e4 := hd.hasDerivAt.hasDerivWithinAt.derivWithin (uniqueDiffWithinAt_Iic (0 : ℝ))
    have e : A / (2 * T) = 0 := by linarith
    exact (div_eq_zero_iff.mp e).resolve_right (mul_pos two_pos hT).ne'
  · rintro rfl
    have e : (fun q : ℝ => loFreq T 0 r |q|) = fun _ => Real.sqrt (T ^ 2) := by
      funext q
      simp [loFreq]
    rw [e]
    exact differentiableAt_const _
```

The theorem has three parts. `HasDerivWithinAt` with the set `Set.Ici 0`, the half-line $q\ge 0$, expresses the right derivative of the branch. The same predicate with `Set.Iic 0`, the half-line $q\le 0$, expresses the left derivative of the even extension. The third part says that the even extension is differentiable at the origin if and only if `A = 0`. The only hypothesis is `0 < T`, so all positive values of $T$, $A$ and $r$ are included.

The proof follows the reflection argument. The step `hneg` composes the branch with $q\mapsto -q$ and finds slope $-A/(2T)$. The steps `hL` and `hR` transfer the two slopes to the even extension, using $|q|=-q$ on the left half-line and $|q|=q$ on the right.

For the forward direction of the equivalence, `hd` is the supposed differentiability. A derivative within a half-line is unique at its endpoint, so `e1` and `e2` identify the full derivative with $A/(2T)$, while `e3` and `e4` identify it with $-A/(2T)$. From these four equations `linarith` obtains $A/(2T)=0$, and $2T\neq 0$ then gives $A=0$. In the reverse direction, setting $A=0$ turns the function into the constant $\sqrt{T^2}$.

## The kink for wavevectors in a plane

```lean
/-- For `T > 0` and nonzero polar coupling, the isotropic LO dispersion `k ↦ w(‖k‖)` on any
nontrivial real normed space of wavevectors is not differentiable at the zone centre. -/
theorem not_differentiableAt_loFreq_norm {E : Type*} [NormedAddCommGroup E]
    [NormedSpace ℝ E] [Nontrivial E] {T A : ℝ} (r : ℝ) (hT : 0 < T) (hA : A ≠ 0) :
    ¬ DifferentiableAt ℝ (fun k : E => loFreq T A r ‖k‖) 0 := by
  intro h
  obtain ⟨v, hv⟩ := exists_ne (0 : E)
  -- restrict to the line through the zone centre along a unit vector
  obtain ⟨u, hu⟩ : ∃ u : E, ‖u‖ = 1 :=
    ⟨‖v‖⁻¹ • v, by
      rw [norm_smul, norm_inv, norm_norm, inv_mul_cancel₀ (norm_ne_zero_iff.mpr hv)]⟩
  have hc : DifferentiableAt ℝ (fun t : ℝ => t • u) 0 := by fun_prop
  have h' : DifferentiableAt ℝ (fun k : E => loFreq T A r ‖k‖) ((0 : ℝ) • u) := by
    rw [zero_smul]
    exact h
  have e : (fun t : ℝ => loFreq T A r |t|) =
      (fun k : E => loFreq T A r ‖k‖) ∘ (fun t : ℝ => t • u) := by
    funext t
    simp [norm_smul, hu]
  apply hA
  apply (lo_kink A r hT).2.2.mp
  rw [e]
  exact h'.comp (0 : ℝ) hc
```

The type `E` is the space of wavevectors, and `‖k‖` is the wavenumber. For a monolayer `E` is the Euclidean plane, but the statement holds in any real normed space that contains a nonzero vector. Isotropy enters through the form of the function, which depends on `k` only through its norm.

The proof normalises a nonzero vector `v` to a unit vector `u` and considers the line $t\mapsto tu$. The equation `e` records that the dispersion along this line is the even extension treated above. If the dispersion were differentiable at the zone centre, its composition with the line would be differentiable too, and `lo_kink` would force `A = 0`, against the hypothesis `hA`.

## Bounds on the slope and the large-wavenumber limit

```lean
/-- For `T > 0` and nonnegative coupling, screening length and wavenumber, the LO branch
lies on or below its tangent line at zero wavenumber. -/
theorem loFreq_le_tangent {T A r q : ℝ} (hT : 0 < T) (hA : 0 ≤ A) (hr : 0 ≤ r)
    (hq : 0 ≤ q) : loFreq T A r q ≤ T + A / (2 * T) * q := by
  -- screening only lowers the squared frequency
  have h1 : A * q / (1 + r * q) ≤ A * q :=
    div_le_self (mul_nonneg hA hq) (by linarith [mul_nonneg hr hq])
  have h2 : 2 * T * (A / (2 * T) * q) = A * q := by field_simp
  unfold loFreq
  refine Real.sqrt_le_iff.mpr ⟨by positivity, ?_⟩
  nlinarith [sq_nonneg (A / (2 * T) * q)]
```

Here the signs matter: `A`, `r` and `q` are nonnegative, as they are in the physical model. Step `h1` states that screening only lowers the polar term, and `h2` evaluates the cross term in the square of $T+Aq/(2T)$. After the root has been removed by squaring, `nlinarith` closes the inequality with the nonnegative term $(Aq/(2T))^2$.

The bound has a direct use when a slope is estimated from two points of this one-branch model. For $q>0$ it gives $(w(q)-T)/q\le A/(2T)$, so a forward difference from the zone centre never overestimates the initial group velocity. A central difference of the even extension across the zone centre returns zero, whatever the coupling.

```lean
/-- For nonzero screening length and positive `T² + A / r`, the LO frequency tends to
`√(T² + A / r)` at large wavenumber. -/
theorem tendsto_loFreq_atTop (T A : ℝ) {r : ℝ} (hr : r ≠ 0) :
    Tendsto (loFreq T A r) atTop (𝓝 (Real.sqrt (T ^ 2 + A / r))) := by
  have h0 : Tendsto (fun q : ℝ => q⁻¹ + r) atTop (𝓝 r) := by
    have h := (tendsto_inv_atTop_zero (𝕜 := ℝ)).add_const r
    rw [zero_add] at h
    exact h
  have h1 : Tendsto (fun q : ℝ => T ^ 2 + A / (q⁻¹ + r)) atTop (𝓝 (T ^ 2 + A / r)) :=
    (tendsto_const_nhds.div h0 hr).const_add (T ^ 2)
  refine ((Real.continuous_sqrt.tendsto _).comp h1).congr' ?_
  filter_upwards [eventually_gt_atTop (0 : ℝ)] with q hq
  -- divide numerator and denominator by q
  have e : 1 + r * q = (q⁻¹ + r) * q := by
    rw [add_mul, inv_mul_cancel₀ hq.ne']
  show Real.sqrt (T ^ 2 + A / (q⁻¹ + r)) = Real.sqrt (T ^ 2 + A * q / (1 + r * q))
  rw [e, mul_div_mul_right _ _ hq.ne']

end PolarMonolayer
```

`Tendsto … atTop (𝓝 …)` is the limit $q\to\infty$. For positive `A` and `r` the limiting frequency lies above $T$, and the branch levels off there. The limit is a property of the formula; in a crystal the wavevectors can be restricted to the Brillouin zone, and the model is meant only for the long-wavelength part of it.

Step `h0` shows that $1/q+r$ tends to $r$, and `h1` carries this through the division, where $r\neq 0$ is needed. Continuity of the square root gives the limit of the rewritten expression. The remaining lines show that it agrees with `loFreq` for every positive `q`, by the same division by $q$ as in the derivation by hand.

```lean
#print axioms PolarMonolayer.not_differentiableAt_loFreq_norm
#print axioms PolarMonolayer.loFreq_le_tangent
#print axioms PolarMonolayer.tendsto_loFreq_atTop
```

```
'PolarMonolayer.not_differentiableAt_loFreq_norm' depends on axioms: [propext, Classical.choice, Quot.sound]
'PolarMonolayer.loFreq_le_tangent' depends on axioms: [propext, Classical.choice, Quot.sound]
'PolarMonolayer.tendsto_loFreq_atTop' depends on axioms: [propext, Classical.choice, Quot.sound]
```
